# No first-order trace shift from Löwdin orthogonalization of two cores whose coupling is proportional to their overlap

## Two normalized cores and their matrices

Take one real, normalized core orbital on each of two atoms, with mutual overlap $s$ and $|s|<1$. Their overlap and one-electron matrices are

$$
S=\begin{pmatrix}1&s\\s&1\end{pmatrix},\qquad
h=\begin{pmatrix}a&ks\\ks&b\end{pmatrix}.
$$

The diagonal elements $a$ and $b$ are the one-electron energies of the two cores, and $k$ is a real constant with the dimension of energy. The form $ks$ of the coupling is a model assumption: it stands for the fact that both the coupling and the overlap are small when the two orbitals barely share a region of space.

Löwdin orthogonalization uses $X=S^{-1/2}$, the inverse of the positive square root of $S$, and replaces $h$ by $XhX$.

## The shift and its leading coefficient

For $|s|<1$,

$$
\operatorname{tr}(XhX)-\operatorname{tr}h=\frac{s^2(a+b-2k)}{1-s^2}.
$$

With $a,b,k$ fixed, the shift divided by $s^2$ tends to $a+b-2k$ as $s\to0$.

## Frozen cores assembled from atomic orbitals

When both core orbitals are doubly occupied, the one-electron part of the core energy is $2\operatorname{tr}(XhX)$. A code that sums only the diagonal elements $a$ and $b$ of $h$ instead uses $2\operatorname{tr}h$ and omits twice the shift above. In this two-orbital model without electron repulsion, the formula gives the size of that omission, and it supplies a reference value for testing an orthogonalization routine.

## From the inverse overlap to the shift

**The square root.** Let $p=\sqrt{1+s}$ and $q=\sqrt{1-s}$, both positive, and set

$$
R=\frac12\begin{pmatrix}p+q&p-q\\p-q&p+q\end{pmatrix}.
$$

The diagonal elements of $R^2$ are $(p^2+q^2)/2=1$ and the off-diagonal ones are $(p^2-q^2)/2=s$, so $R^2=S$. For a vector $x=(x_0,x_1)$,

$$
x^TRx=\tfrac12p(x_0+x_1)^2+\tfrac12q(x_0-x_1)^2,
$$

which is positive unless $x=0$. Hence $R=S^{1/2}$. With $X=R^{-1}$, we get $XSX=R^{-1}RRR^{-1}=1$. Since $R$ is symmetric, so is $X$, and this equation says that the transformed orbitals are orthonormal.

**The trace.** From $X(SX)=1$ it follows, for square matrices, that $(SX)X=1$. Thus $X^2=S^{-1}$, and cyclicity gives

$$
\operatorname{tr}(XhX)=\operatorname{tr}(X^2h)=\operatorname{tr}(S^{-1}h).
$$

A code that needs only this trace can therefore solve a linear system with $S$ and skip the square root.

**Two cores.** The inverse overlap is

$$
S^{-1}=\frac1{1-s^2}\begin{pmatrix}1&-s\\-s&1\end{pmatrix},
$$

so

$$
\operatorname{tr}(S^{-1}h)=\frac{(a-ks^2)+(b-ks^2)}{1-s^2}=\frac{a+b-2ks^2}{1-s^2}.
$$

Subtracting $\operatorname{tr}h=a+b$ leaves the numerator $a+b-2ks^2-(a+b)(1-s^2)=s^2(a+b-2k)$. For $s\neq0$, division by $s^2$ gives $(a+b-2k)/(1-s^2)$, whose limit at $s=0$ is $a+b-2k$.

The Wolfsberg–Helmholz coupling $ks$ with $k=\kappa(a+b)/2$, where $\kappa$ is a dimensionless parameter, turns the shift into $(1-\kappa)s^2(a+b)/(1-s^2)$.

**Any number of cores.** Let $S=1+sM$ with $M_{ii}=0$, and $h=D+sK$ with $D$ diagonal, $D_{ii}=d_i$. Suppose $XSX=1$ and write $Y=S^{-1}$. Then $Y+sYM=1$. Multiplying by $M$ on the right gives $YM+sYM^2=M$, and eliminating $YM$ gives

$$
Y=1-sM+s^2YM^2.
$$

Since $\operatorname{tr}(MD)=\sum_iM_{ii}d_i=0$, we have $\operatorname{tr}(Mh)=s\operatorname{tr}(MK)$, and therefore

$$
\operatorname{tr}(XhX)-\operatorname{tr}h=s^2\left[\operatorname{tr}(YM^2h)-\operatorname{tr}(MK)\right].
$$

## The Lean file

```lean
import Mathlib

open Matrix Filter Topology

namespace LowdinCoreOverlap

noncomputable section

/-- The overlap matrix of two normalized core orbitals with mutual overlap `s`. -/
def coreOverlap (s : ℝ) : Matrix (Fin 2) (Fin 2) ℝ := !![1, s; s, 1]

/-- The one-electron matrix of two cores with diagonal energies `a`, `b` and a coupling
`k * s` proportional to the overlap. -/
def coreHamiltonian (a b k s : ℝ) : Matrix (Fin 2) (Fin 2) ℝ := !![a, k * s; k * s, b]

/-- The positive square root of the two-core overlap matrix, for `|s| < 1`. -/
def overlapRoot (s : ℝ) : Matrix (Fin 2) (Fin 2) ℝ :=
  !![(Real.sqrt (1 + s) + Real.sqrt (1 - s)) / 2, (Real.sqrt (1 + s) - Real.sqrt (1 - s)) / 2;
     (Real.sqrt (1 + s) - Real.sqrt (1 - s)) / 2, (Real.sqrt (1 + s) + Real.sqrt (1 - s)) / 2]

/-- The Löwdin transformation, the inverse of the positive root of the overlap matrix,
for `|s| < 1`. -/
def lowdinX (s : ℝ) : Matrix (Fin 2) (Fin 2) ℝ := (overlapRoot s)⁻¹

/-- For `|s| < 1` the root matrix squares to the overlap matrix. -/
theorem overlapRoot_sq {s : ℝ} (hs : |s| < 1) :
    overlapRoot s * overlapRoot s = coreOverlap s := by
  obtain ⟨h1, h2⟩ := abs_lt.mp hs
  have hp : Real.sqrt (1 + s) ^ 2 = 1 + s := Real.sq_sqrt (by linarith)
  have hq : Real.sqrt (1 - s) ^ 2 = 1 - s := Real.sq_sqrt (by linarith)
  ext i j
  fin_cases i <;> fin_cases j <;>
    simp [overlapRoot, coreOverlap, Matrix.mul_apply, Fin.sum_univ_succ] <;>
    nlinarith [hp, hq]

/-- For `|s| < 1` the root matrix is symmetric and its quadratic form is positive on every
nonzero vector. -/
theorem overlapRoot_pos {s : ℝ} (hs : |s| < 1) :
    (overlapRoot s)ᵀ = overlapRoot s ∧
      ∀ x : Fin 2 → ℝ, x ≠ 0 → 0 < x ⬝ᵥ (overlapRoot s *ᵥ x) := by
  obtain ⟨h1, h2⟩ := abs_lt.mp hs
  have hp : 0 < Real.sqrt (1 + s) := Real.sqrt_pos.mpr (by linarith)
  have hq : 0 < Real.sqrt (1 - s) := Real.sqrt_pos.mpr (by linarith)
  constructor
  · ext i j
    fin_cases i <;> fin_cases j <;> simp [overlapRoot]
  · intro x hx
    -- the even and odd combinations of the two cores diagonalize the form
    have e : x ⬝ᵥ (overlapRoot s *ᵥ x) =
        Real.sqrt (1 + s) * (x 0 + x 1) ^ 2 / 2 + Real.sqrt (1 - s) * (x 0 - x 1) ^ 2 / 2 := by
      simp [overlapRoot, Matrix.mulVec, dotProduct, Fin.sum_univ_succ]
      ring
    rw [e]
    have n1 := mul_nonneg hp.le (sq_nonneg (x 0 + x 1))
    have n2 := mul_nonneg hq.le (sq_nonneg (x 0 - x 1))
    by_cases h : x 0 + x 1 = 0
    · have h' : x 0 - x 1 ≠ 0 := by
        intro h'
        apply hx
        ext i
        fin_cases i
        · change x 0 = 0
          linarith
        · change x 1 = 0
          linarith
      have := mul_pos hq (lt_of_le_of_ne (sq_nonneg _) (Ne.symm (pow_ne_zero 2 h')))
      linarith
    · have := mul_pos hp (lt_of_le_of_ne (sq_nonneg _) (Ne.symm (pow_ne_zero 2 h)))
      linarith

/-- For `|s| < 1` the Löwdin transformation `X` and the two-core overlap matrix `S` satisfy
`X * S * X = 1`. -/
theorem lowdinX_orthonormal {s : ℝ} (hs : |s| < 1) :
    lowdinX s * coreOverlap s * lowdinX s = 1 := by
  obtain ⟨h1, h2⟩ := abs_lt.mp hs
  have hdet : (overlapRoot s).det * (overlapRoot s).det = 1 - s ^ 2 := by
    rw [← Matrix.det_mul, overlapRoot_sq hs, coreOverlap, Matrix.det_fin_two_of]
    ring
  have hu : IsUnit (overlapRoot s).det := by
    refine isUnit_iff_ne_zero.mpr fun h => ?_
    rw [h] at hdet
    nlinarith
  rw [lowdinX, ← overlapRoot_sq hs, ← Matrix.mul_assoc, Matrix.nonsing_inv_mul _ hu,
    Matrix.one_mul, Matrix.mul_nonsing_inv _ hu]

variable {n : Type*} [Fintype n] [DecidableEq n]

/-- If `X * S * X = 1`, then `X * X` is a right inverse of the overlap matrix `S`. -/
theorem overlap_mul_sq {X S : Matrix n n ℝ} (hX : X * S * X = 1) : S * (X * X) = 1 := by
  rw [← Matrix.mul_assoc]
  exact mul_eq_one_comm.mp (by rw [← Matrix.mul_assoc]; exact hX)

/-- If `X * S * X = 1`, the trace of the transformed one-electron matrix `X * h * X` is the
trace of `S⁻¹ * h`. -/
theorem trace_orthogonalized {X S : Matrix n n ℝ} (hX : X * S * X = 1) (h : Matrix n n ℝ) :
    trace (X * h * X) = trace (S⁻¹ * h) := by
  rw [Matrix.inv_eq_right_inv (overlap_mul_sq hX), Matrix.trace_mul_comm, ← Matrix.mul_assoc]

/-- For any number of core orbitals with overlap `1 + s M`, `M` zero on the diagonal, and
one-electron matrix `D + s K`, `D` diagonal, a transformation `X` with `X (1 + s M) X = 1`
changes the trace by `s ^ 2` times an explicit remainder. -/
theorem many_core_shift {X M : Matrix n n ℝ} {s : ℝ} (hX : X * (1 + s • M) * X = 1)
    (hM : ∀ i, M i i = 0) (d : n → ℝ) (K : Matrix n n ℝ) :
    trace (X * (diagonal d + s • K) * X) - trace (diagonal d + s • K) =
      s ^ 2 * (trace ((1 + s • M)⁻¹ * (M * M) * (diagonal d + s • K)) - trace (M * K)) := by
  have hY := overlap_mul_sq hX
  obtain ⟨Y, hYd⟩ : ∃ Y, Y = (1 + s • M)⁻¹ := ⟨_, rfl⟩
  have h1 : Y * (1 + s • M) = 1 := by
    rw [hYd, Matrix.inv_eq_right_inv hY]
    exact mul_eq_one_comm.mp hY
  rw [Matrix.mul_add, Matrix.mul_one, Matrix.mul_smul] at h1
  have h2 : Y * M + s • (Y * (M * M)) = M := by
    have := congrArg (fun Z => Z * M) h1
    simpa only [Matrix.add_mul, Matrix.smul_mul, Matrix.mul_assoc, Matrix.one_mul] using this
  -- exact second-order expansion of the inverse overlap
  have h3 : Y = 1 - s • M + s ^ 2 • (Y * (M * M)) := by
    linear_combination (norm := module) h1 - s • h2
  have e : ∀ h : Matrix n n ℝ, trace (Y * h) =
      trace h - s * trace (M * h) + s ^ 2 * trace (Y * (M * M) * h) := by
    intro h
    have := congrArg (fun Z => trace (Z * h)) h3
    simpa only [Matrix.add_mul, Matrix.sub_mul, Matrix.one_mul, Matrix.smul_mul,
      Matrix.trace_add, Matrix.trace_sub, Matrix.trace_smul, smul_eq_mul] using this
  -- the linear term vanishes because `M` has no diagonal
  have h0 : trace (M * diagonal d) = 0 := by
    simp [Matrix.trace, Matrix.mul_diagonal, hM]
  have f : trace (M * (diagonal d + s • K)) = s * trace (M * K) := by
    rw [Matrix.mul_add, Matrix.trace_add, Matrix.mul_smul, Matrix.trace_smul, smul_eq_mul,
      h0, zero_add]
  rw [trace_orthogonalized hX, ← hYd, e (diagonal d + s • K), f]
  ring

/-- For `|s| < 1` the two-core Löwdin transformation and `M = !![0, 1; 1, 0]` meet the
hypotheses of the many-core formula. -/
theorem many_core_shift_witness {s : ℝ} (hs : |s| < 1) :
    lowdinX s * (1 + s • !![0, 1; 1, 0]) * lowdinX s = 1 ∧
      ∀ i, (!![0, 1; 1, 0] : Matrix (Fin 2) (Fin 2) ℝ) i i = 0 := by
  have h : (1 + s • !![0, 1; 1, 0] : Matrix (Fin 2) (Fin 2) ℝ) = coreOverlap s := by
    ext i j
    fin_cases i <;> fin_cases j <;> simp [coreOverlap]
  refine ⟨by rw [h]; exact lowdinX_orthonormal hs, fun i => ?_⟩
  fin_cases i <;> simp

/-- For `|s| < 1`, Löwdin orthogonalization of two cores changes the trace of their
one-electron matrix by `s ^ 2 * (a + b - 2 * k) / (1 - s ^ 2)`. -/
theorem core_shift {s : ℝ} (hs : |s| < 1) (a b k : ℝ) :
    trace (lowdinX s * coreHamiltonian a b k s * lowdinX s) - trace (coreHamiltonian a b k s) =
      s ^ 2 * (a + b - 2 * k) / (1 - s ^ 2) := by
  obtain ⟨h1, h2⟩ := abs_lt.mp hs
  have hd : 1 - s ^ 2 ≠ 0 := by nlinarith
  have hm : coreOverlap s * !![1, -s; -s, 1] = (1 - s ^ 2) • 1 := by
    ext i j
    fin_cases i <;> fin_cases j <;>
      simp [coreOverlap, Matrix.mul_apply, Fin.sum_univ_succ] <;> ring
  have hinv : (coreOverlap s)⁻¹ = (1 - s ^ 2)⁻¹ • !![1, -s; -s, 1] := by
    apply Matrix.inv_eq_right_inv
    rw [Matrix.mul_smul, hm, smul_smul, inv_mul_cancel₀ hd, one_smul]
  have t : trace (!![1, -s; -s, 1] * coreHamiltonian a b k s) = a + b - 2 * k * s ^ 2 := by
    simp [coreHamiltonian, Matrix.trace_fin_two]
    ring
  have t' : trace (coreHamiltonian a b k s) = a + b := by
    simp [coreHamiltonian, Matrix.trace_fin_two]
  rw [trace_orthogonalized (lowdinX_orthonormal hs), hinv, Matrix.smul_mul, Matrix.trace_smul,
    t, t', smul_eq_mul]
  field_simp
  ring

/-- With `a`, `b`, `k` fixed, the change of the trace divided by `s ^ 2` tends to
`a + b - 2 * k` as the core overlap `s` tends to zero through nonzero values. -/
theorem core_shift_second_order (a b k : ℝ) :
    Tendsto (fun s => (trace (lowdinX s * coreHamiltonian a b k s * lowdinX s) -
      trace (coreHamiltonian a b k s)) / s ^ 2) (𝓝[≠] 0) (𝓝 (a + b - 2 * k)) := by
  have hc : ContinuousAt (fun s : ℝ => (a + b - 2 * k) / (1 - s ^ 2)) 0 :=
    ContinuousAt.div continuousAt_const (by fun_prop) (by norm_num)
  have c : Tendsto (fun s : ℝ => (a + b - 2 * k) / (1 - s ^ 2)) (𝓝[≠] 0)
      (𝓝 (a + b - 2 * k)) := by
    simpa using hc.tendsto.mono_left nhdsWithin_le_nhds
  refine c.congr' ?_
  filter_upwards [self_mem_nhdsWithin,
    nhdsWithin_le_nhds (Metric.ball_mem_nhds (0 : ℝ) one_pos)] with s h0 h1
  have hs : |s| < 1 := by simpa [Real.dist_eq] using h1
  have h0' : s ≠ 0 := h0
  rw [core_shift hs, div_right_comm, mul_div_cancel_left₀ _ (pow_ne_zero 2 h0')]

/-- For `|s| < 1` and the Wolfsberg–Helmholz coupling `k * s` with `k = κ * (a + b) / 2`, the change
of the trace is `(1 - κ) * s ^ 2 * (a + b) / (1 - s ^ 2)`. -/
theorem core_shift_wolfsberg_helmholz {s : ℝ} (hs : |s| < 1) (a b κ : ℝ) :
    trace (lowdinX s * coreHamiltonian a b (κ * (a + b) / 2) s * lowdinX s) -
      trace (coreHamiltonian a b (κ * (a + b) / 2) s) =
      (1 - κ) * s ^ 2 * (a + b) / (1 - s ^ 2) := by
  rw [core_shift hs]
  ring

end

end LowdinCoreOverlap
```

```lean
#print axioms LowdinCoreOverlap.many_core_shift
#print axioms LowdinCoreOverlap.core_shift
#print axioms LowdinCoreOverlap.core_shift_second_order
#print axioms LowdinCoreOverlap.core_shift_wolfsberg_helmholz
```

```
'LowdinCoreOverlap.many_core_shift' depends on axioms: [propext, Classical.choice, Quot.sound]
'LowdinCoreOverlap.core_shift' depends on axioms: [propext, Classical.choice, Quot.sound]
'LowdinCoreOverlap.core_shift_second_order' depends on axioms: [propext, Classical.choice, Quot.sound]
'LowdinCoreOverlap.core_shift_wolfsberg_helmholz' depends on axioms: [propext, Classical.choice, Quot.sound]
```

## What the theorems say about the cores

`coreOverlap s` is $S$, `coreHamiltonian a b k s` is $h$, `overlapRoot s` is $R$ and `lowdinX s` is $X$. The root is given by its entries; `overlapRoot_sq` and `overlapRoot_pos` show that it squares to $S$, is symmetric and has a positive quadratic form.

`core_shift` is the closed formula for all real `a`, `b`, `k` under `|s| < 1`. `core_shift_second_order` is the limit, where `𝓝[≠] 0` means that $s$ approaches zero through nonzero values. `core_shift_wolfsberg_helmholz` is the special coupling.

In `many_core_shift` the finite type `n` labels the orbitals, and `X` is any real matrix with $XSX=1$. The Löwdin matrix $S^{-1/2}$ is one such matrix. Gram–Schmidt orthogonalization of overlapping orbitals gives a nonsymmetric $X$ with $X^TSX=1$ instead, which this hypothesis does not cover. The transformed trace is still the same, because $XX^T=S^{-1}$ gives $\operatorname{tr}(X^ThX)=\operatorname{tr}(S^{-1}h)$. A test on the trace alone therefore cannot tell the two methods apart. `many_core_shift_witness` shows that the two-core model satisfies its hypotheses. The bracket multiplying $s^2$ can still depend on $s$, and the file gives no bound or limit for it.

The proportionality of coupling and overlap is assumed, not derived. A coupling with a fixed nonzero value $c$, independent of $s$, would contribute $-2cs$ at first order. In a molecule $a$, $b$ and $k$ also vary with the interatomic distance, whereas the limit holds them fixed. Electron repulsion, core–valence terms and floating-point error are absent from the model.

## How Lean carries out the algebra

`overlapRoot_sq` compares the four matrix entries, with `nlinarith` using $p^2=1+s$ and $q^2=1-s$. `overlapRoot_pos` rewrites the quadratic form in the sum and difference of the components, then splits on whether $x_0+x_1$ vanishes. `lowdinX_orthonormal` obtains $(\det R)^2=1-s^2$, concludes that $R$ is invertible, and cancels it on both sides.

`overlap_mul_sq` proves $SX^2=1$, and `trace_orthogonalized` adds cyclicity. In `core_shift`, `hm` and `hinv` verify the explicit inverse, `t` and `t'` evaluate the two traces, and `field_simp` with `ring` performs the subtraction. The limit theorem applies this formula for $0<|s|<1$ and uses continuity of $(a+b-2k)/(1-s^2)$. The Wolfsberg–Helmholz theorem is a substitution into `core_shift`.

In `many_core_shift`, `h1` and `h2` are the two equations for $Y$, and `linear_combination` eliminates $YM$ to give `h3`. The step `h0` is $\operatorname{tr}(MD)=0$, which removes the linear term.
